# Charge-conjugation matrices of four 4×4 Clifford generators are antisymmetric in every representation

To combine the terms $\psi^T C\chi$ and $\chi^T C\psi$ in a Majorana mass Lagrangian, one swaps the two spinors in the first. For anticommuting components the swap gives $-\chi^T C^T\psi$, so whether two such terms add or cancel depends on the symmetry of the charge-conjugation matrix $C$. The problems below settle that symmetry for four-component spinors without choosing a representation.

## Generators, products and signs

Let $g_0,\dots,g_3$ be complex $4\times4$ matrices with $g_i^2=1$ and $g_ig_j=-g_jg_i$ for $i\ne j$. They play the part of the textbook $\gamma$ matrices, and `IsClifford g` records these relations. Hermiticity is not assumed.

Minkowski $\gamma$ matrices that square to $-1$ must first be multiplied by $i$. This step is left to the reader; it does not alter the linear relation between $C$ and each generator used below. The anticommuting fields themselves are not modelled.

```lean
import Mathlib

open Matrix

namespace ChargeConjugationAntisymmetry

/-- Complex 4 by 4 matrices, acting on four-component spinors. -/
abbrev M4 := Matrix (Fin 4) (Fin 4) ℂ

/-- Four matrices that square to one and pairwise anticommute. -/
structure IsClifford (g : Fin 4 → M4) : Prop where
  sq : ∀ i, g i * g i = 1
  anti : ∀ i j, i ≠ j → g i * g j = -(g j * g i)
```

A label $a=(a_0,a_1,a_2,a_3)$ with entries 0 or 1 selects generators. In Lean the entries are `a.1`, `a.2.1`, `a.2.2.1` and `a.2.2.2`. Write

$$O_a=g_0^{a_0}g_1^{a_1}g_2^{a_2}g_3^{a_3},\qquad R_a=g_3^{a_3}g_2^{a_2}g_1^{a_1}g_0^{a_0}$$

for `ordered g a` and `reversed g a`, and $|a|$ for the number of selected generators.

```lean
/-- A label says which of the four generators occur in a product. -/
abbrev Label := Fin 2 × Fin 2 × Fin 2 × Fin 2

/-- The product of the selected generators in increasing order. -/
def ordered (g : Fin 4 → M4) (a : Label) : M4 :=
  g 0 ^ (a.1 : ℕ) * (g 1 ^ (a.2.1 : ℕ) * (g 2 ^ (a.2.2.1 : ℕ) * g 3 ^ (a.2.2.2 : ℕ)))

/-- The product of the selected generators in decreasing order. -/
def reversed (g : Fin 4 → M4) (a : Label) : M4 :=
  g 3 ^ (a.2.2.2 : ℕ) * (g 2 ^ (a.2.2.1 : ℕ) * (g 1 ^ (a.2.1 : ℕ) * g 0 ^ (a.1 : ℕ)))
```

Two integer-valued functions keep track of signs: `exch` for one exchange, and `squareSign` for the product of the exchange signs over all pairs in a label. The symbol `•` multiplies a matrix by such a number.

```lean
/-- The sign for exchanging the `m`-th power of generator `i` with the `n`-th power of
generator `j`. -/
def exch (i j : Fin 4) (m n : Fin 2) : ℤ :=
  if i = j then 1 else (-1) ^ ((m : ℕ) * (n : ℕ))

/-- The sign collected when a reversed product is multiplied by itself. -/
def squareSign (a : Label) : ℤ :=
  (exch 3 2 a.2.2.2 a.2.2.1 * (exch 3 1 a.2.2.2 a.2.1 * exch 3 0 a.2.2.2 a.1)) *
    ((exch 2 1 a.2.2.1 a.2.1 * exch 2 0 a.2.2.1 a.1) * (exch 1 0 a.2.1 a.1 * 1))
```

## (a) Exchanging two powers

**Task.** For $m,n\in\{0,1\}$, show that

$$g_i^m g_j^n=s\,g_j^n g_i^m,\qquad s=\begin{cases}1&i=j\\(-1)^{mn}&i\neq j.\end{cases}$$

**Solution.** Powers of the same matrix commute. For $i\ne j$, a zero exponent leaves an identity matrix and no sign; $m=n=1$ is the anticommutation relation. `fin_cases` runs through these four cases.

```lean
/-- Powers (zero or one) of Clifford generators commute up to the exchange sign. -/
theorem power_exchange {g : Fin 4 → M4} (h : IsClifford g) (i j : Fin 4) (m n : Fin 2) :
    g i ^ (m : ℕ) * g j ^ (n : ℕ) = exch i j m n • (g j ^ (n : ℕ) * g i ^ (m : ℕ)) := by
  unfold exch
  split_ifs with e
  · subst e
    rw [one_smul, pow_mul_comm]
  · have := h.anti i j e
    fin_cases m <;> fin_cases n <;> simp [this]
```

## (b) Passing through a product

**Task.** Given $xp=s\,px$ and $xq=t\,qx$ with integers $s,t$, show that $x(pq)=st\,(pq)x$.

**Solution.** Move $x$ one factor at a time: $xpq=s\,pxq=st\,pqx$.

```lean
/-- If `x` passes through `p` and through `q` up to integer factors, it passes through `p * q`
up to the product of the factors. -/
theorem exchange_mul {x p q : M4} {s t : ℤ} (hp : x * p = s • (p * x))
    (hq : x * q = t • (q * x)) : x * (p * q) = (s * t) • (p * q * x) := by
  calc x * (p * q) = (x * p) * q := (mul_assoc _ _ _).symm
    _ = s • (p * (x * q)) := by rw [hp, smul_mul_assoc, mul_assoc]
    _ = (s * t) • (p * q * x) := by rw [hq, mul_smul_comm, smul_smul, mul_assoc]
```

## (c) Orthogonality under the trace

**Task.** Show that $\operatorname{tr}(O_aR_b)=4\delta_{ab}$.

**Solution.** If $a=b$, equal powers meet in the middle and cancel in turn, so $O_aR_a=1$, with trace 4.

If $a\neq b$, then $P=O_aR_b$ is, up to sign, the product of the $k\ge1$ generators on which the labels differ. A generator in this set passes through $P$ with sign $(-1)^{k-1}$, one outside it with $(-1)^k$. Choose $g_j$ inside for even $k$ and outside for odd $k$; the latter exists because $k\le3$. Then $g_jP=-Pg_j$, and

$$\operatorname{tr}P=\operatorname{tr}(g_jg_jP)=-\operatorname{tr}(g_jPg_j)=-\operatorname{tr}P=0.$$

In Lean, `key` finds $j$ by checking all pairs of labels, `m` assembles the sign from (a) and (b), and `t` is the trace calculation.

```lean
/-- The sixteen products of Clifford generators are orthogonal under the trace. -/
theorem trace_orthogonality {g : Fin 4 → M4} (h : IsClifford g) (a b : Label) :
    trace (ordered g a * reversed g b) = if a = b then 4 else 0 := by
  split_ifs with hab
  · subst hab
    have p : ∀ (i : Fin 4) (n : Fin 2), g i ^ (n : ℕ) * g i ^ (n : ℕ) = 1 := by
      intro i n
      fin_cases n <;> simp [h.sq]
    have pc : ∀ (i : Fin 4) (n : Fin 2) (X : M4),
        g i ^ (n : ℕ) * (g i ^ (n : ℕ) * X) = X := by
      intro i n X
      rw [← mul_assoc, p, one_mul]
    have one : ordered g a * reversed g a = 1 := by
      simp only [ordered, reversed, mul_assoc, pc, p]
    rw [one, trace_one]
    simp
  · -- some generator anticommutes with the product
    have key : ∀ a b : Label, a ≠ b → ∃ j : Fin 4,
        (exch j 0 1 a.1 * (exch j 1 1 a.2.1 * (exch j 2 1 a.2.2.1 * exch j 3 1 a.2.2.2))) *
        (exch j 3 1 b.2.2.2 * (exch j 2 1 b.2.2.1 * (exch j 1 1 b.2.1 * exch j 0 1 b.1)))
          = -1 := by decide +kernel
    obtain ⟨j, hj⟩ := key a b hab
    have sw : ∀ (i : Fin 4) (n : Fin 2),
        g j * g i ^ (n : ℕ) = exch j i 1 n • (g i ^ (n : ℕ) * g j) := by
      intro i n
      simpa using power_exchange h j i 1 n
    have m : g j * (ordered g a * reversed g b)
        = (-1 : ℤ) • (ordered g a * reversed g b * g j) := by
      rw [← hj]
      unfold ordered reversed
      exact exchange_mul
        (exchange_mul (sw 0 _) (exchange_mul (sw 1 _) (exchange_mul (sw 2 _) (sw 3 _))))
        (exchange_mul (sw 3 _) (exchange_mul (sw 2 _) (exchange_mul (sw 1 _) (sw 0 _))))
    have t : trace (ordered g a * reversed g b) = -trace (ordered g a * reversed g b) := by
      calc trace (ordered g a * reversed g b)
          = trace (g j * (g j * (ordered g a * reversed g b))) := by
            rw [← mul_assoc (g j) (g j), h.sq, one_mul]
        _ = -trace (g j * (ordered g a * reversed g b * g j)) := by
            rw [m, neg_smul, one_smul, mul_neg, trace_neg]
        _ = -trace (ordered g a * reversed g b) := by
            rw [trace_mul_comm (g j), mul_assoc _ (g j) (g j), h.sq, mul_one]
    linear_combination (1 / 2) * t
```

## (d) Completeness

**Task.** Show that

$$\sum_a(O_a)_{ij}(R_a)_{kl}=4\,\delta_{li}\delta_{kj}.$$

**Solution.** Define $16\times16$ matrices $G_{a,(ij)}=(O_a)_{ij}$ and $H_{(ij),b}=\tfrac14(R_b)_{ji}$. By (c), $(GH)_{ab}=\tfrac14\operatorname{tr}(O_aR_b)=\delta_{ab}$. A right inverse of a square matrix is also a left inverse, so $HG=1$. Its entry in row $(l,k)$ and column $(i,j)$, multiplied by 4, is the claim.

The bijection `e` numbers index pairs by labels, so that Lean sees $G$ and $H$ as square; `mul_eq_one_comm` then exchanges them.

```lean
/-- Completeness (Fierz) relation for the sixteen products of Clifford generators. -/
theorem completeness {g : Fin 4 → M4} (h : IsClifford g) (i j k l : Fin 4) :
    ∑ a, ordered g a i j * reversed g a k l = if l = i ∧ k = j then 4 else 0 := by
  obtain ⟨e⟩ : Nonempty (Label ≃ Fin 4 × Fin 4) := ⟨Fintype.equivOfCardEq (by simp)⟩
  let G : Matrix Label Label ℂ := fun a p => ordered g a (e p).1 (e p).2
  let H : Matrix Label Label ℂ := fun p b => 1 / 4 * reversed g b (e p).2 (e p).1
  have GH : G * H = 1 := by
    ext a b
    have s : (G * H) a b = 1 / 4 * trace (ordered g a * reversed g b) := by
      calc (G * H) a b = ∑ p, (fun q : Fin 4 × Fin 4 =>
            ordered g a q.1 q.2 * (1 / 4 * reversed g b q.2 q.1)) (e p) := Matrix.mul_apply
        _ = ∑ q : Fin 4 × Fin 4, ordered g a q.1 q.2 * (1 / 4 * reversed g b q.2 q.1) :=
            e.sum_comp (fun q : Fin 4 × Fin 4 =>
              ordered g a q.1 q.2 * (1 / 4 * reversed g b q.2 q.1))
        _ = _ := by
            simp only [Fintype.sum_prod_type, Matrix.trace, Matrix.diag_apply,
              Matrix.mul_apply, Finset.mul_sum]
            refine Finset.sum_congr rfl fun x _ => Finset.sum_congr rfl fun y _ => ?_
            ring
    rw [s, trace_orthogonality h, Matrix.one_apply]
    split_ifs <;> norm_num
  -- a right inverse of a square matrix is a left inverse
  have HG : H * G = 1 := mul_eq_one_comm.mp GH
  have v := congrFun (congrFun HG (e.symm (l, k))) (e.symm (i, j))
  rw [Matrix.mul_apply, Matrix.one_apply] at v
  simp only [H, G, Equiv.apply_symm_apply, e.symm.injective.eq_iff, Prod.mk.injEq] at v
  calc ∑ a, ordered g a i j * reversed g a k l
      = 4 * ∑ a, 1 / 4 * reversed g a k l * ordered g a i j := by
        rw [Finset.mul_sum]
        refine Finset.sum_congr rfl fun a _ => ?_
        ring
    _ = _ := by
        rw [v]
        split_ifs <;> norm_num
```

## (e) A sum that transposes

**Task.** For every $4\times4$ matrix $C$, show that $\sum_aO_a^TCR_a=4C^T$.

**Solution.** By (d), the $(i,l)$ entry is

$$\sum_{j,k}C_{jk}\sum_a(O_a)_{ji}(R_a)_{kl}=4\sum_{j,k}C_{jk}\,\delta_{lj}\delta_{ki}=4C_{li}.$$

```lean
/-- Summing over all products of Clifford generators transposes an arbitrary matrix `C`. -/
theorem fierz_transpose {g : Fin 4 → M4} (h : IsClifford g) (C : M4) :
    ∑ a, (ordered g a)ᵀ * C * reversed g a = (4 : ℂ) • Cᵀ := by
  ext i l
  calc (∑ a, (ordered g a)ᵀ * C * reversed g a) i l
      = ∑ a, ∑ k, ∑ j, C j k * (ordered g a j i * reversed g a k l) := by
        simp only [Matrix.sum_apply, Matrix.mul_apply, Matrix.transpose_apply, Finset.sum_mul]
        refine Finset.sum_congr rfl fun a _ => Finset.sum_congr rfl fun k _ =>
          Finset.sum_congr rfl fun j _ => ?_
        ring
    _ = ∑ k, ∑ j, C j k * ∑ a, ordered g a j i * reversed g a k l := by
        rw [Finset.sum_comm]
        refine Finset.sum_congr rfl fun k _ => ?_
        rw [Finset.sum_comm]
        simp only [Finset.mul_sum]
    _ = ((4 : ℂ) • Cᵀ) i l := by
        simp only [completeness h]
        simp [ite_and, mul_comm]
```

## (f) Squares of the products

**Task.** Show that $R_a^2=q_a\,1$ with $q_a=(-1)^{|a|(|a|-1)/2}$.

**Solution.** Split off the leftmost power: $R_a=xw$, with $x^2=1$ and $xw=s\,wx$. Then $(xw)(xw)=s\,wxxw=s\,w^2$. Repeating this collects one minus sign for each pair of selected generators, which is the product stored in `squareSign`. The local lemma `step` is one such split.

```lean
/-- Every reversed product of Clifford generators squares to plus or minus one, with the sign
`squareSign`. -/
theorem reversed_sq {g : Fin 4 → M4} (h : IsClifford g) (a : Label) :
    reversed g a * reversed g a = squareSign a • (1 : M4) := by
  have p : ∀ (i : Fin 4) (n : Fin 2), g i ^ (n : ℕ) * g i ^ (n : ℕ) = 1 := by
    intro i n
    fin_cases n <;> simp [h.sq]
  have step : ∀ {x w : M4} {s t : ℤ}, x * x = 1 → x * w = s • (w * x) →
      w * w = t • (1 : M4) → (x * w) * (x * w) = (s * t) • (1 : M4) := by
    intro x w s t hx hs hw
    calc (x * w) * (x * w) = (s • (w * x)) * (x * w) := congrArg (· * (x * w)) hs
      _ = s • (w * (x * x) * w) := by simp only [smul_mul_assoc, mul_assoc]
      _ = (s * t) • (1 : M4) := by rw [hx, mul_one, hw, smul_smul]
  have q := power_exchange h
  unfold reversed squareSign
  exact step (p 3 _) (exchange_mul (q 3 2 _ _) (exchange_mul (q 3 1 _ _) (q 3 0 _ _)))
    (step (p 2 _) (exchange_mul (q 2 1 _ _) (q 2 0 _ _))
      (step (p 1 _) (q 1 0 _ _) (by rw [p, one_smul])))
```

## (g) Carrying products through $C$

**Task.** Suppose $g_i^TC=\eta\,Cg_i$ for all $i$, with an integer $\eta$. Show that $O_a^TC=\eta^{|a|}CR_a$.

**Solution.** Transposition reverses the order, so $g_0^T$ stands next to $C$ and passes first:

$$g_3^Tg_2^Tg_1^Tg_0^TC=\eta\,g_3^Tg_2^Tg_1^TCg_0=\dots=\eta^4Cg_3g_2g_1g_0.$$

Unselected generators are simply absent. Here `step` joins two factors and `r` treats a single power.

```lean
/-- If `C` carries each generator to its transpose up to a common factor `η`, it carries
reversed products to transposed ordered products, with one factor `η` per generator. -/
theorem transpose_ordered_mul {g : Fin 4 → M4} {C : M4} {η : ℤ}
    (hC : ∀ i, (g i)ᵀ * C = η • (C * g i)) (a : Label) :
    (ordered g a)ᵀ * C = (η ^ (a.1 : ℕ) * (η ^ (a.2.1 : ℕ) *
      (η ^ (a.2.2.1 : ℕ) * η ^ (a.2.2.2 : ℕ)))) • (C * reversed g a) := by
  have step : ∀ {p p' q q' : M4} {s t : ℤ}, pᵀ * C = s • (C * p') →
      qᵀ * C = t • (C * q') → (p * q)ᵀ * C = (s * t) • (C * (q' * p')) := by
    intro p p' q q' s t hp hq
    calc (p * q)ᵀ * C = qᵀ * (pᵀ * C) := by rw [Matrix.transpose_mul, mul_assoc]
      _ = s • ((qᵀ * C) * p') := by rw [hp, mul_smul_comm, mul_assoc]
      _ = (s * t) • (C * (q' * p')) := by rw [hq, smul_mul_assoc, smul_smul, mul_assoc]
  have r : ∀ (i : Fin 4) (n : Fin 2),
      (g i ^ (n : ℕ))ᵀ * C = η ^ (n : ℕ) • (C * g i ^ (n : ℕ)) := by
    intro i n
    fin_cases n <;> simp [hC i]
  have f := step (r 0 a.1) (step (r 1 a.2.1) (step (r 2 a.2.2.1) (r 3 a.2.2.2)))
  have e : g 3 ^ (a.2.2.2 : ℕ) * g 2 ^ (a.2.2.1 : ℕ) * g 1 ^ (a.2.1 : ℕ) * g 0 ^ (a.1 : ℕ)
      = reversed g a := by
    simp only [reversed, mul_assoc]
  rw [e] at f
  exact f
```

## (h) The symmetry of $C$

**Task.** Let $Cg_j=\eta\,g_j^TC$ for all $j$, with one common sign $\eta=\pm1$. Show that $C^T=-C$.

**Solution.** Since $\eta^2=1$, the relation is also $g_j^TC=\eta\,Cg_j$. Parts (e), (g) and (f) give

$$4C^T=\sum_a\eta^{|a|}q_a\,C=(1+4\eta-6\eta^2-4\eta^3+\eta^4)\,C=-4C.$$

Lean evaluates the sixteen-term sum in `count`, for each sign. Matrices with either sign convention are called charge-conjugation matrices, but the signs are not interchangeable for a massive Dirac field: the conjugate spinor $C^{-1}\bar\psi^T$ obeys the Dirac equation with the same mass for $\eta=-1$, and with the sign of the mass term reversed for $\eta=1$. $C$ need not be invertible, and $C=0$ is allowed; the theorem does not claim that a non-zero $C$ exists.

```lean
/-- Let four complex 4 by 4 matrices pairwise anticommute and square to one. Every matrix `C`
with `C g_j = η g_jᵀ C` for all `j`, with a common sign `η = 1` or `η = -1`, is
antisymmetric. -/
theorem charge_conjugation_antisymmetric {g : Fin 4 → M4} (h : IsClifford g) {C : M4} {η : ℤ}
    (hη : η = 1 ∨ η = -1) (hC : ∀ j, C * g j = η • ((g j)ᵀ * C)) : Cᵀ = -C := by
  have hηη : η * η = 1 := by rcases hη with rfl | rfl <;> norm_num
  have hinv : ∀ i, (g i)ᵀ * C = η • (C * g i) := by
    intro i
    rw [hC i, smul_smul, hηη, one_smul]
  -- the sixteen signs add up to -4 in both conventions
  have count : ∑ a : Label, (η ^ (a.1 : ℕ) * (η ^ (a.2.1 : ℕ) *
      (η ^ (a.2.2.1 : ℕ) * η ^ (a.2.2.2 : ℕ)))) * squareSign a = -4 := by
    rcases hη with rfl | rfl <;> decide +kernel
  have total : ∑ a, (ordered g a)ᵀ * C * reversed g a = (-4 : ℤ) • C := by
    rw [← count, Finset.sum_smul]
    refine Finset.sum_congr rfl fun a _ => ?_
    rw [transpose_ordered_mul hinv a, smul_mul_assoc, mul_assoc C, reversed_sq h,
      mul_smul_comm, mul_one, smul_smul]
  rw [fierz_transpose h] at total
  ext i l
  have t := congrFun (congrFun total i) l
  simp only [Matrix.smul_apply, Matrix.transpose_apply, smul_eq_mul, zsmul_eq_mul] at t
  push_cast at t
  rw [Matrix.transpose_apply, Matrix.neg_apply]
  linear_combination (1 / 4) * t
```

The smaller case of two $2\times2$ generators behaves differently. The same count gives $2C^T=(1+2\eta-\eta^2)C=2\eta C$, so the symmetry follows the convention. For the Pauli matrices $\sigma_x,\sigma_z$, the choice $C=1$ belongs to $\eta=1$ and $C=\sigma_y$ to $\eta=-1$.

## (i) An explicit representation

**Task.** Check that the generators

$$\sigma_x\otimes1,\quad\sigma_z\otimes1,\quad\sigma_y\otimes\sigma_x,\quad\sigma_y\otimes\sigma_z$$

satisfy the Clifford relations, and that $C_+=1\otimes i\sigma_y$ and $C_-=i\sigma_y\otimes1$ satisfy $C_\pm g_j=\pm g_j^TC_\pm$.

**Solution.** The Clifford relations follow from those of the Pauli matrices. The first two generators are symmetric; they commute with $C_+$ and anticommute with $C_-$. The last two are antisymmetric; they anticommute with $C_+$ and commute with $C_-$. Both relations follow.

In numbers, the top row of $C_+g_2$ is row 1 of $g_2$ (counting from 0), namely $(0,0,-i,0)$. The top row of $g_2^T$ is $(0,0,0,i)$, and multiplying it by $C_+$ gives $(0,0,-i,0)$ again.

```lean
/-- An explicit set of four gamma matrices. -/
def sampleGamma : Fin 4 → M4 :=
  ![!![0, 0, 1, 0; 0, 0, 0, 1; 1, 0, 0, 0; 0, 1, 0, 0],
    !![1, 0, 0, 0; 0, 1, 0, 0; 0, 0, -1, 0; 0, 0, 0, -1],
    !![0, 0, 0, -Complex.I; 0, 0, -Complex.I, 0; 0, Complex.I, 0, 0; Complex.I, 0, 0, 0],
    !![0, 0, -Complex.I, 0; 0, 0, 0, Complex.I; Complex.I, 0, 0, 0; 0, -Complex.I, 0, 0]]

/-- A matrix for the convention with the plus sign. -/
def samplePlus : M4 := !![0, 1, 0, 0; -1, 0, 0, 0; 0, 0, 0, 1; 0, 0, -1, 0]

/-- A matrix for the convention with the minus sign. -/
def sampleMinus : M4 := !![0, 0, 1, 0; 0, 0, 0, 1; -1, 0, 0, 0; 0, -1, 0, 0]
```

Lean compares all matrix entries, so both conventions are realised by a non-zero $C$ in this representation.

```lean
set_option maxHeartbeats 400000 in
/-- The sample gamma matrices obey the Clifford relations, and `samplePlus` and `sampleMinus`
carry them to their transposes with the signs plus and minus. -/
theorem charge_conjugation_witness : IsClifford sampleGamma ∧
    (∀ j, samplePlus * sampleGamma j = (1 : ℤ) • ((sampleGamma j)ᵀ * samplePlus)) ∧
    (∀ j, sampleMinus * sampleGamma j = (-1 : ℤ) • ((sampleGamma j)ᵀ * sampleMinus)) := by
  have key : ∀ i j : Fin 4, i < j →
      sampleGamma i * sampleGamma j = -(sampleGamma j * sampleGamma i) := by
    intro i j hij
    fin_cases i <;> fin_cases j <;> first
      | exact absurd hij (by decide)
      | (ext a b
         fin_cases a <;> fin_cases b <;>
           simp [sampleGamma, Matrix.mul_apply, Fin.sum_univ_four])
  refine ⟨⟨?_, ?_⟩, ?_, ?_⟩
  · intro i
    fin_cases i <;> ext a b <;> fin_cases a <;> fin_cases b <;>
      simp [sampleGamma, Matrix.mul_apply, Fin.sum_univ_four]
  · intro i j hij
    rcases lt_or_gt_of_ne hij with hlt | hgt
    · exact key i j hlt
    · rw [key j i hgt, neg_neg]
  · intro j
    fin_cases j <;> ext a b <;> fin_cases a <;> fin_cases b <;>
      simp [sampleGamma, samplePlus, Matrix.mul_apply, Fin.sum_univ_four]
  · intro j
    fin_cases j <;> ext a b <;> fin_cases a <;> fin_cases b <;>
      simp [sampleGamma, sampleMinus, Matrix.mul_apply, Fin.sum_univ_four]

end ChargeConjugationAntisymmetry
```

```lean
#print axioms ChargeConjugationAntisymmetry.charge_conjugation_antisymmetric
-- 'ChargeConjugationAntisymmetry.charge_conjugation_antisymmetric' depends on axioms: [propext, Classical.choice, Quot.sound]
```
